# Eigenvalue pairing about one and positive definiteness for the overlap matrix of two orthonormal fragments

Let one fragment carry orthonormal orbitals $\varphi_i$, with $i$ in a finite set $m$, and another carry orthonormal orbitals $\chi_j$, with $j$ in a finite set $n$. Their mutual overlaps $M_{ij}=\langle\varphi_i|\chi_j\rangle$ form a rectangular complex matrix $M$, and $M^{\mathsf H}$ is its conjugate transpose. The overlap matrix of the combined set is

$$S=\begin{pmatrix}1&M\\M^{\mathsf H}&1\end{pmatrix}.$$

A vector $v=(u,w)$ lists the coefficients $u$ on the first fragment and $w$ on the second. The orbital it describes has squared norm $v^{\mathsf H}Sv$. A number is an eigenvalue of a matrix if some nonzero vector is scaled by it. A matrix $A$ is positive definite if it is Hermitian and $v^{\mathsf H}Av>0$ for every $v\neq0$.

Two statements hold for every $M$:

- For every complex $x$, $1+x$ is an eigenvalue of $S$ exactly when $1-x$ is.
- $S$ is positive definite exactly when $1-M^{\mathsf H}M$ is.

In a finite basis built from two internally orthonormal sets, an eigenvalue of $S$ close to zero, the sign of near-linear dependence, is therefore always accompanied by one close to two.

## The sign flip and the square of M

Written out by fragments, $Sv=(1+x)v$ reads $u+Mw=(1+x)u$ and $M^{\mathsf H}u+w=(1+x)w$. Subtracting $u$ from the first equation and $w$ from the second leaves

$$Mw=xu,\qquad M^{\mathsf H}u=xw. \tag{1}$$

Now replace $w$ by $-w$. Equations (1) give $M(-w)=(-x)u$ and $M^{\mathsf H}u=(-x)(-w)$, which are the same equations with $-x$ in place of $x$. The vector $(u,-w)$ is nonzero if $(u,w)$ is, so $1-x$ is an eigenvalue whenever $1+x$ is. Applying this to $-x$ gives the converse.

For $x\neq0$, eliminating $u$ from (1) gives $M^{\mathsf H}Mw=xM^{\mathsf H}u=x^2w$. Here $w\neq0$, because $w=0$ would force $xu=0$, hence $u=0$. Conversely, let $M^{\mathsf H}Mw=x^2w$ with $w\neq0$, and set $u=x^{-1}Mw$. Then $Mw=xu$ and $M^{\mathsf H}u=x^{-1}x^2w=xw$, so (1) holds. Thus $1+x$ is an eigenvalue of $S$ exactly when $x^2$ is an eigenvalue of $M^{\mathsf H}M$. With $x=-1$, $S$ has the eigenvalue $0$ exactly when $M^{\mathsf H}M$ has the eigenvalue $1$.

The condition $x\neq0$ is needed. If $M$ is the column $(s,0)^{\mathsf T}$ with $s\neq0$, the second orbital of the first fragment overlaps with nothing else, so $S$ has the eigenvalue $1$, while $M^{\mathsf H}M=|s|^2$ does not have the eigenvalue $0$.

## Completing the square

Expanding the squared norm gives

$$v^{\mathsf H}Sv=u^{\mathsf H}u+u^{\mathsf H}Mw+w^{\mathsf H}M^{\mathsf H}u+w^{\mathsf H}w.$$

The first three terms are those of $|u+Mw|^2$ without its last term, $w^{\mathsf H}M^{\mathsf H}Mw$. Hence

$$v^{\mathsf H}Sv=|u+Mw|^2+w^{\mathsf H}(1-M^{\mathsf H}M)w. \tag{2}$$

Both $S$ and $1-M^{\mathsf H}M$ are Hermitian, so only positivity is at issue. If $S$ is positive definite and $w\neq0$, take $u=-Mw$. The vector $(u,w)$ is nonzero and the square in (2) vanishes, so $w^{\mathsf H}(1-M^{\mathsf H}M)w>0$.

Conversely, let $1-M^{\mathsf H}M$ be positive definite and $v\neq0$. If $w\neq0$, the second term of (2) is positive and the first is nonnegative. If $w=0$, then $u\neq0$ and (2) reduces to $|u|^2>0$.

Finally, let $S$ be positive definite and let $1+x$ be an eigenvalue with $x$ real and eigenvector $v$. Then $(1+x)v^{\mathsf H}v=v^{\mathsf H}Sv>0$, so $1+x>0$. The partner eigenvalue gives $1-x>0$ in the same way, and therefore $|x|<1$. With one orbital on each fragment and $M=(s)$, the eigenvalues are $1\pm|s|$, and $S$ is positive definite exactly when $|s|<1$.

The same sign flip gives the pairing of Hückel orbital energies in alternant hydrocarbons. There the atoms split into two classes with bonds only between them, all sites have the same energy $\alpha$, and the basis is taken as orthonormal. The Hamiltonian has $\alpha$ on the diagonal and a coupling block in place of $M$, so $\alpha+x$ is an orbital energy exactly when $\alpha-x$ is. A nonbonding level at $\alpha$ is its own partner.

## The overlap matrix and its eigenvalues in Lean

The index sets are arbitrary finite types, possibly of different sizes or empty. Opening `ComplexOrder` gives inequalities between complex numbers a meaning: $0<z$ says that $z$ is real and positive.

```lean
import Mathlib

open Matrix
open scoped ComplexOrder

namespace FragmentOverlap

variable {m n : Type*} [Fintype m] [Fintype n] [DecidableEq m] [DecidableEq n]
```

The type `m ⊕ n` is the disjoint union of the two orbital sets. The identity blocks encode the assumption that each fragment is internally orthonormal. No condition is placed on `M`, so the theorems also cover matrices too large to be overlaps of actual orbitals.

```lean
/-- The overlap matrix of two internally orthonormal fragments whose mutual overlaps are the
entries of `M`. -/
def overlap (M : Matrix m n ℂ) : Matrix (m ⊕ n) (m ⊕ n) ℂ :=
  fromBlocks 1 M Mᴴ 1
```

The next definition is the eigenvalue condition stated above. It records existence and not multiplicity, so the pairing theorem does not compare degeneracies.

```lean
/-- The number `μ` is an eigenvalue of `A`: some nonzero vector is scaled by `μ`. -/
def IsEigenvalue {k : Type*} [Fintype k] (A : Matrix k k ℂ) (μ : ℂ) : Prop :=
  ∃ v : k → ℂ, v ≠ 0 ∧ A *ᵥ v = μ • v
```

## Solutions at 1 + x and 1 − x

The vector $(u,w)$ is written `Sum.elim u w`. The first theorem is the equivalence of $Sv=(1+x)v$ with (1). `fromBlocks_mulVec` carries out the block multiplication, and `linear_combination` performs the subtraction in each component, in both directions.

```lean
/-- The eigenvalue equation of the overlap matrix at `1 + x`, written as two coupled equations
for the coefficients `u` and `w` on the two fragments. -/
theorem overlap_eigen_iff (M : Matrix m n ℂ) (x : ℂ) (u : m → ℂ) (w : n → ℂ) :
    overlap M *ᵥ Sum.elim u w = (1 + x) • Sum.elim u w ↔
      M *ᵥ w = x • u ∧ Mᴴ *ᵥ u = x • w := by
  rw [overlap, fromBlocks_mulVec]
  simp only [Sum.elim_comp_inl, Sum.elim_comp_inr, one_mulVec]
  constructor
  · intro h
    constructor
    · funext i
      have hi := congrFun h (Sum.inl i)
      simp only [Sum.elim_inl, Pi.add_apply, Pi.smul_apply, smul_eq_mul] at hi ⊢
      linear_combination hi
    · funext i
      have hi := congrFun h (Sum.inr i)
      simp only [Sum.elim_inr, Pi.add_apply, Pi.smul_apply, smul_eq_mul] at hi ⊢
      linear_combination hi
  · rintro ⟨h1, h2⟩
    funext k
    rcases k with i | i
    · have hi := congrFun h1 i
      simp only [Sum.elim_inl, Pi.add_apply, Pi.smul_apply, smul_eq_mul] at hi ⊢
      linear_combination hi
    · have hi := congrFun h2 i
      simp only [Sum.elim_inr, Pi.add_apply, Pi.smul_apply, smul_eq_mul] at hi ⊢
      linear_combination hi
```

For the sign flip, `1 - x` is read as `1 + -x`, both eigenvalue equations are replaced by their forms (1), and the signs cancel.

```lean
/-- Reversing the sign of the coefficients on the second fragment exchanges solutions of the
eigenvalue equation at `1 + x` with solutions at `1 - x`. -/
theorem overlap_eigen_sign_flip (M : Matrix m n ℂ) (x : ℂ) (u : m → ℂ) (w : n → ℂ) :
    overlap M *ᵥ Sum.elim u w = (1 + x) • Sum.elim u w ↔
      overlap M *ᵥ Sum.elim u (-w) = (1 - x) • Sum.elim u (-w) := by
  simp only [sub_eq_add_neg, overlap_eigen_iff, mulVec_neg, neg_smul, smul_neg, neg_neg,
    neg_inj]
```

The pairing theorem adds the requirement that the vector be nonzero. Its auxiliary statement `key` is the forward direction for every `y`; the reverse comes from using it at `-x`. The number `x` may be complex, although the Hermitian matrix $S$ has only real eigenvalues; for nonreal `x` both sides are false.

```lean
/-- The spectrum of the overlap matrix is symmetric about one: `1 + x` is an eigenvalue exactly
when `1 - x` is. -/
theorem eigenvalue_pairing (M : Matrix m n ℂ) (x : ℂ) :
    IsEigenvalue (overlap M) (1 + x) ↔ IsEigenvalue (overlap M) (1 - x) := by
  have key : ∀ y : ℂ, IsEigenvalue (overlap M) (1 + y) → IsEigenvalue (overlap M) (1 - y) := by
    rintro y ⟨v, hv, h⟩
    obtain ⟨u, w, rfl⟩ : ∃ u w, v = Sum.elim u w := ⟨_, _, (Sum.elim_comp_inl_inr v).symm⟩
    refine ⟨Sum.elim u (-w), ?_, (overlap_eigen_sign_flip M y u w).1 h⟩
    -- the flipped vector vanishes only if the original one does
    intro h0
    apply hv
    funext k
    rcases k with i | i
    · exact congrFun h0 (Sum.inl i)
    · have hi : -(w i) = 0 := congrFun h0 (Sum.inr i)
      exact neg_eq_zero.1 hi
  refine ⟨key x, fun h => ?_⟩
  have h' := key (-x) (by rwa [← sub_eq_add_neg])
  rwa [sub_neg_eq_add] at h'
```

## Reduction to the second fragment

The forward half eliminates $u$ and shows that `w` is nonzero. The reverse half builds the first fragment's coefficients as `x⁻¹ • (M *ᵥ w)`, as in the derivation by hand.

```lean
/-- For `x ≠ 0`, the overlap matrix has the eigenvalue `1 + x` exactly when `Mᴴ * M` has the
eigenvalue `x ^ 2`. -/
theorem eigenvalue_iff_sq (M : Matrix m n ℂ) {x : ℂ} (hx : x ≠ 0) :
    IsEigenvalue (overlap M) (1 + x) ↔ IsEigenvalue (Mᴴ * M) (x ^ 2) := by
  constructor
  · rintro ⟨v, hv, h⟩
    obtain ⟨u, w, rfl⟩ : ∃ u w, v = Sum.elim u w := ⟨_, _, (Sum.elim_comp_inl_inr v).symm⟩
    obtain ⟨h1, h2⟩ := (overlap_eigen_iff M x u w).1 h
    refine ⟨w, ?_, ?_⟩
    · intro hw
      rw [hw, mulVec_zero] at h1
      have hu : u = 0 := (smul_eq_zero.1 h1.symm).resolve_left hx
      apply hv
      rw [hu, hw]
      funext k
      cases k <;> rfl
    · rw [← mulVec_mulVec, h1, mulVec_smul, h2, smul_smul, sq]
  · rintro ⟨w, hw, h⟩
    -- the first fragment's coefficients are fixed by those of the second
    refine ⟨Sum.elim (x⁻¹ • (M *ᵥ w)) w,
      fun h0 => hw (funext fun i => congrFun h0 (Sum.inr i)),
      (overlap_eigen_iff M x _ w).2 ⟨?_, ?_⟩⟩
    · rw [smul_inv_smul₀ hx]
    · have hc : x⁻¹ * x ^ 2 = x := by field_simp
      rw [mulVec_smul, mulVec_mulVec, h, smul_smul, hc]
```

The criterion for a zero eigenvalue, which signals exact linear dependence of the combined orbitals, is the case $x=-1$.

```lean
/-- The overlap matrix has the eigenvalue zero exactly when `Mᴴ * M` has the eigenvalue one. -/
theorem eigenvalue_zero_iff (M : Matrix m n ℂ) :
    IsEigenvalue (overlap M) 0 ↔ IsEigenvalue (Mᴴ * M) 1 := by
  have h := eigenvalue_iff_sq M (x := -1) (by norm_num)
  rwa [show (1 : ℂ) + -1 = 0 by norm_num, show (-1 : ℂ) ^ 2 = 1 by norm_num] at h
```

## Positivity from the completed square

Identity (2) is stated with `star a ⬝ᵥ b` for $a^{\mathsf H}b$. The auxiliary statement `adj` moves $M$ across the product as $M^{\mathsf H}$, while `hstar` and `hsum` split the conjugate and the product by fragment. After expansion, `ring` matches the terms.

```lean
/-- The squared norm of a two-fragment orbital, with the square completed in the coefficients of
the first fragment. -/
theorem overlap_quadratic_form (M : Matrix m n ℂ) (u : m → ℂ) (w : n → ℂ) :
    star (Sum.elim u w) ⬝ᵥ (overlap M *ᵥ Sum.elim u w) =
      star (u + M *ᵥ w) ⬝ᵥ (u + M *ᵥ w) + star w ⬝ᵥ ((1 - Mᴴ * M) *ᵥ w) := by
  have adj : ∀ z : m → ℂ, star (M *ᵥ w) ⬝ᵥ z = star w ⬝ᵥ (Mᴴ *ᵥ z) := by
    intro z
    rw [star_mulVec, dotProduct_mulVec]
  have hstar : star (Sum.elim u w) = Sum.elim (star u) (star w) := by
    funext k
    cases k <;> rfl
  have hsum : ∀ (a c : m → ℂ) (b d : n → ℂ),
      Sum.elim a b ⬝ᵥ Sum.elim c d = a ⬝ᵥ c + b ⬝ᵥ d := by
    intro a c b d
    simp [dotProduct, Fintype.sum_sum_type]
  rw [overlap, fromBlocks_mulVec, hstar, hsum]
  simp only [Sum.elim_comp_inl, Sum.elim_comp_inr, one_mulVec, star_add, add_dotProduct,
    dotProduct_add, sub_mulVec, dotProduct_sub, adj, ← mulVec_mulVec]
  ring
```

The equivalence of the two positivity conditions follows the two choices made above: `-(M *ᵥ w)` for the first fragment in one direction, and the cases `w = 0` and `w ≠ 0` in the other. The Hermitian property is checked separately each time.

```lean
/-- The overlap matrix of the two fragments is positive definite exactly when `1 - Mᴴ * M` is. -/
theorem overlap_posDef_iff (M : Matrix m n ℂ) :
    (overlap M).PosDef ↔ (1 - Mᴴ * M).PosDef := by
  constructor
  · intro h
    refine posDef_iff_dotProduct_mulVec.2 ⟨by simp [Matrix.IsHermitian], ?_⟩
    intro w hw
    -- choose the first fragment's part so that the completed square vanishes
    have hv : Sum.elim (-(M *ᵥ w)) w ≠ 0 :=
      fun h0 => hw (funext fun i => congrFun h0 (Sum.inr i))
    have hp := h.dotProduct_mulVec_pos hv
    rwa [overlap_quadratic_form, neg_add_cancel, dotProduct_zero, zero_add] at hp
  · intro h
    refine posDef_iff_dotProduct_mulVec.2
      ⟨by simp [Matrix.IsHermitian, overlap, fromBlocks_conjTranspose], ?_⟩
    intro v hv
    obtain ⟨u, w, rfl⟩ : ∃ u w, v = Sum.elim u w := ⟨_, _, (Sum.elim_comp_inl_inr v).symm⟩
    rw [overlap_quadratic_form]
    by_cases hw : w = 0
    · have hu : u ≠ 0 := by
        intro hu
        apply hv
        rw [hu, hw]
        funext k
        cases k <;> rfl
      simp only [hw, mulVec_zero, add_zero, dotProduct_zero]
      exact lt_of_le_of_ne (dotProduct_star_self_nonneg u)
        (fun h0 => hu (dotProduct_star_self_eq_zero.1 h0.symm))
    · exact add_pos_of_nonneg_of_pos (dotProduct_star_self_nonneg _)
        (h.dotProduct_mulVec_pos hw)
```

The last theorem takes positive definiteness of $S$ as a hypothesis. Physically, it says that the combined orbitals are linearly independent, so that no nonzero combination has zero norm. The proof of `key` argues by contradiction: if $1+y\le0$, then $(1+y)v^{\mathsf H}v\le0$, against $v^{\mathsf H}Sv>0$. Applying `key` to `x` and, through `eigenvalue_pairing`, to `-x` gives the two bounds.

```lean
/-- If the overlap matrix is positive definite, each of its eigenvalues `1 + x` with `x` real
has `|x| < 1`. -/
theorem abs_lt_one_of_posDef (M : Matrix m n ℂ) (hS : (overlap M).PosDef) (x : ℝ)
    (h : IsEigenvalue (overlap M) (1 + (x : ℂ))) : |x| < 1 := by
  have key : ∀ y : ℝ, IsEigenvalue (overlap M) (1 + (y : ℂ)) → 0 < 1 + y := by
    rintro y ⟨v, hv, hy⟩
    by_contra hc
    have hc' : 1 + (y : ℂ) ≤ 0 := by exact_mod_cast not_lt.1 hc
    have hp := hS.dotProduct_mulVec_pos hv
    rw [hy, dotProduct_smul, smul_eq_mul] at hp
    exact absurd hp (not_lt_of_ge
      (mul_nonpos_of_nonpos_of_nonneg hc' (dotProduct_star_self_nonneg v)))
  -- positivity of both members of the pair bounds `x` from both sides
  have h1 := key x h
  have h2 := key (-x) (by
    have h' := (eigenvalue_pairing M (x : ℂ)).1 h
    rwa [sub_eq_add_neg, ← Complex.ofReal_neg] at h')
  exact abs_lt.2 ⟨by linarith, by linarith⟩

end FragmentOverlap
```

```lean
#print axioms FragmentOverlap.eigenvalue_pairing
-- 'FragmentOverlap.eigenvalue_pairing' depends on axioms: [propext, Classical.choice, Quot.sound]
#print axioms FragmentOverlap.eigenvalue_zero_iff
-- 'FragmentOverlap.eigenvalue_zero_iff' depends on axioms: [propext, Classical.choice, Quot.sound]
#print axioms FragmentOverlap.overlap_posDef_iff
-- 'FragmentOverlap.overlap_posDef_iff' depends on axioms: [propext, Classical.choice, Quot.sound]
#print axioms FragmentOverlap.abs_lt_one_of_posDef
-- 'FragmentOverlap.abs_lt_one_of_posDef' depends on axioms: [propext, Classical.choice, Quot.sound]
```
